# Below saturation, Ising spins of total spin M with equal coupling J between all pairs are in a ground state exactly when |h − JM| ≤ J

Three spins s_0, s_1, s_2, each +1 or −1, sit on a triangle in a field h. Each pair contributes J s_i s_j with J > 0, so antiparallel neighbours are favoured, but the three pairs cannot all be antiparallel. How does the total spin M = s_0 + s_1 + s_2 of the ground state grow with the field? There are four energies:

M = 3: 3J − 3h
M = 1: −J − h
M = −1: −J + h
M = −3: 3J + 3h

The state M = 1 is no higher than M = 3 when h ≤ 2J, and no higher than M = −1 when h ≥ 0. The comparison with M = −3 requires only h ≥ −J, which already holds. So M = 1 is a ground state exactly for 0 ≤ h ≤ 2J, that is, for |h − J| ≤ J. The two neighbouring values of M decide the matter, and the same happens for n spins if every pair has the same coupling J.

## Equal coupling between all pairs

For n spins, numbered from 0 to n − 1, the energy is

E = J Σ_(i<j) s_i s_j − h Σ_i s_i.

Here J is the interaction energy of a parallel pair (an antiparallel pair has −J), and h is the field times the magnetic moment of one spin, also an energy. The sign convention makes J > 0 antiferromagnetic; many textbooks write −J instead. M is the sum of the values ±1, not an angular momentum in units of ħ.

In Lean, a configuration assigns to each spin a unit of the integers, and these units are 1 and −1. `totalSpin` is M, `energy` is the literal pair sum with its field term, and `IsGroundState` says that no configuration has lower energy, so degenerate ground states all count.

```lean
import Mathlib

open Finset

namespace IsingStaircase

/-- A configuration of `n` Ising spins, each equal to `1` or `-1`. -/
abbrev Config (n : ℕ) := Fin n → ℤˣ

/-- The total spin of a configuration. -/
def totalSpin {n : ℕ} (s : Config n) : ℤ := ∑ i, (s i : ℤ)

/-- The energy with the same coupling `J` between all pairs of spins, in a field `h`. -/
noncomputable def energy {n : ℕ} (J h : ℝ) (s : Config n) : ℝ :=
  J * (∑ i, ∑ j, if i < j then ((s i : ℤ) : ℝ) * ((s j : ℤ) : ℝ) else 0)
    - h * (∑ i, ((s i : ℤ) : ℝ))

/-- A ground state is a configuration whose energy no other configuration undercuts. -/
def IsGroundState {n : ℕ} (J h : ℝ) (s : Config n) : Prop :=
  ∀ t : Config n, energy J h s ≤ energy J h t
```

Equal coupling makes the energy a function of M alone. Squaring the total spin gives

M² = Σ_i s_i² + 2 Σ_(i<j) s_i s_j = n + 2 Σ_(i<j) s_i s_j,

and therefore

E = J(M² − n)/2 − hM.

`sq_sum_eq_pairs` proves the first equality for arbitrary real numbers, by induction on n, splitting off the pairs that contain the first spin. `energy_eq` then inserts s_i² = 1, and `linear_combination` does the remaining algebra.

```lean
/-- The square of a sum is the sum of the squares plus twice the sum over pairs. -/
theorem sq_sum_eq_pairs {n : ℕ} (x : Fin n → ℝ) :
    (∑ i, x i) ^ 2 = (∑ i, x i ^ 2) + 2 * (∑ i, ∑ j, if i < j then x i * x j else 0) := by
  induction n with
  | zero => simp
  | succ n ih =>
    have h := ih (fun i => x i.succ)
    have a : ∑ i, x i = x 0 + ∑ i : Fin n, x i.succ := Fin.sum_univ_succ _
    have b : ∑ i, x i ^ 2 = x 0 ^ 2 + ∑ i : Fin n, x i.succ ^ 2 := Fin.sum_univ_succ _
    -- split off the pairs that contain the first spin
    have e : (∑ i, ∑ j, if i < j then x i * x j else 0) = x 0 * (∑ j : Fin n, x j.succ)
        + ∑ i : Fin n, ∑ j : Fin n, if i < j then x i.succ * x j.succ else 0 := by
      simp [Fin.sum_univ_succ, Finset.mul_sum]
    rw [a, b, e]
    linear_combination h

/-- The energy depends on the configuration only through its total spin. -/
theorem energy_eq {n : ℕ} (J h : ℝ) (s : Config n) :
    energy J h s = J * ((totalSpin s : ℝ) ^ 2 - n) / 2 - h * totalSpin s := by
  have hp := sq_sum_eq_pairs (fun i => ((s i : ℤ) : ℝ))
  have hq : ∑ i, ((s i : ℤ) : ℝ) ^ 2 = n := by
    have h1 : ∀ i, ((s i : ℤ) : ℝ) ^ 2 = 1 := fun i => by
      rcases Int.units_eq_one_or (s i) with h | h <;> simp [h]
    simp [h1]
  have hm : (totalSpin s : ℝ) = ∑ i, ((s i : ℤ) : ℝ) := by simp [totalSpin]
  unfold energy
  rw [hm]
  linear_combination (-J / 2) * hp - (J / 2) * hq
```

If the coupling between s_0 and s_2 in the triangle is removed, (1, 1, −1) has pair energy 0 and (1, −1, 1) has −2J, although both have M = 1. M then no longer fixes the energy.

The triangle and the tetrahedron can have equal couplings by symmetry; for larger n this is an infinite-range model. The step to a real cluster, which no hypothesis supplies, is to treat its moments as two-valued variables with this energy, at zero temperature. In quantum mechanics the same energies are the eigenvalues of J Σ_(i<j) σᶻ_i σᶻ_j − h Σ_i σᶻ_i, a finite cluster without transverse terms. These physical remarks, like the counter-examples throughout, are argued in prose and have no theorem behind them.

## M has the parity of n

With p spins up and n − p down, M = 2p − n. As p runs from 0 to n, M takes exactly the integers with |M| ≤ n and the parity of n. Physically, reversing one spin changes M by 2.

The condition reads `M % 2 = (n : ℤ) % 2`, which also works for negative M. `totalSpin_range` shows that every total spin obeys both restrictions, and `exists_totalSpin` that every such integer occurs. Both use induction on n instead of counting up spins. In the second, the added spin is up if M > 0 and down otherwise, which leaves a smaller problem of the same kind.

```lean
/-- The total spin of `n` Ising spins is at most `n` in magnitude and has the parity of `n`. -/
theorem totalSpin_range {n : ℕ} (s : Config n) :
    |totalSpin s| ≤ (n : ℤ) ∧ totalSpin s % 2 = (n : ℤ) % 2 := by
  induction n with
  | zero => simp [totalSpin]
  | succ n ih =>
    obtain ⟨h1, h2⟩ := ih (fun i => s i.succ)
    have e : totalSpin s = (s 0 : ℤ) + totalSpin (fun i : Fin n => s i.succ) :=
      Fin.sum_univ_succ _
    have hu : (s 0 : ℤ) = 1 ∨ (s 0 : ℤ) = -1 := by
      rcases Int.units_eq_one_or (s 0) with h | h <;> simp [h]
    rw [abs_le] at h1 ⊢
    push_cast
    omega

/-- Every integer of magnitude at most `n` with the parity of `n` is the total spin of some
configuration. -/
theorem exists_totalSpin {n : ℕ} (M : ℤ) (hM : |M| ≤ (n : ℤ)) (hpar : M % 2 = (n : ℤ) % 2) :
    ∃ s : Config n, totalSpin s = M := by
  induction n generalizing M with
  | zero =>
    rw [abs_le] at hM
    refine ⟨fun _ => 1, ?_⟩
    have h0 : M = 0 := by omega
    simp [totalSpin, h0]
  | succ n ih =>
    have hc : ∀ (u : ℤˣ) (t : Config n),
        totalSpin (Fin.cons (α := fun _ => ℤˣ) u t) = (u : ℤ) + totalSpin t := fun u t => by
      simp [totalSpin, Fin.sum_univ_succ]
    rw [abs_le] at hM
    push_cast at hM hpar
    -- the added spin is up if `M > 0` and down otherwise
    by_cases h : 0 < M
    · obtain ⟨t, ht⟩ := ih (M - 1) (by rw [abs_le]; omega) (by omega)
      exact ⟨_, (hc 1 t).trans (by rw [ht, Units.val_one]; ring)⟩
    · obtain ⟨t, ht⟩ := ih (M + 1) (by rw [abs_le]; omega) (by omega)
      exact ⟨_, (hc (-1) t).trans (by rw [ht, Units.val_neg, Units.val_one]; ring)⟩
```

Parity also fixes the form of every energy difference. If a second configuration has total spin M + 2k, with k an integer, then

ΔE = J[(M + 2k)² − M²]/2 − 2kh = 2k[J(M + k) − h].

In `energy_gap`, k is half the difference of the two total spins. `omega` uses their equal parity to show that this difference is exactly 2k, and `ring` checks the formula.

```lean
/-- The total spins of `s` and `t` differ by an even number `2k`, and the energy of `t` minus that
of `s` is `2k (J (M + k) - h)`, where `M` is the total spin of `s`. -/
theorem energy_gap {n : ℕ} (J h : ℝ) (s t : Config n) :
    ∃ k : ℤ, totalSpin t = totalSpin s + 2 * k ∧
      energy J h t - energy J h s = 2 * k * (J * (totalSpin s + k) - h) := by
  have hs := (totalSpin_range s).2
  have ht := (totalSpin_range t).2
  obtain ⟨k, hk⟩ : ∃ k : ℤ, totalSpin t = totalSpin s + 2 * k :=
    ⟨(totalSpin t - totalSpin s) / 2, by omega⟩
  refine ⟨k, hk, ?_⟩
  rw [energy_eq, energy_eq, hk]
  push_cast
  ring
```

## |M| < n, with no assumption on the sign of J

The condition |M| < n says that the cluster is not saturated: it has at least one spin up and one down, so both M + 2 and M − 2 are attainable. A ground state must satisfy ΔE ≥ 0 for each:

k = 1: 2[J(M + 1) − h] ≥ 0, so h ≤ J(M + 1)
k = −1: −2[J(M − 1) − h] ≥ 0, so h ≥ J(M − 1)

Together these say |h − JM| ≤ J.

Conversely, assume |h − JM| ≤ J. An absolute value is not negative, so J ≥ 0. For k ≥ 1,

J(M + k) − h ≥ J(M + 1) − h ≥ 0,

and for k ≤ −1,

J(M + k) − h ≤ J(M − 1) − h ≤ 0.

In both cases k and the bracket do not have opposite signs, so ΔE ≥ 0. For k = 0, ΔE = 0.

`magnetization_staircase` states, for all real J and h and every integer M with |M| < n and the parity of n, that configurations of total spin M exist and that each is a ground state if and only if |h − JM| ≤ J. The smallest n with such an M is 2. In the first half of the proof, `a` and `b` are configurations with total spins M + 2 and M − 2, and `linarith` combines the two inequalities. In the second, `lt_trichotomy` separates the three cases for k, and `nlinarith` multiplies the signs.

```lean
/-- Magnetization staircase: if `|M| < n` and `M` has the parity of `n`, configurations of total
spin `M` exist, and each is a ground state exactly when `|h - J M| ≤ J`. -/
theorem magnetization_staircase {n : ℕ} (J h : ℝ) (M : ℤ) (hM : |M| < (n : ℤ))
    (hpar : M % 2 = (n : ℤ) % 2) :
    (∃ s : Config n, totalSpin s = M) ∧
      ∀ s : Config n, totalSpin s = M → (IsGroundState J h s ↔ |h - J * M| ≤ J) := by
  refine ⟨exists_totalSpin M hM.le hpar, fun s hs => ⟨fun hg => ?_, fun hle t => ?_⟩⟩
  · -- compare with the two neighbouring values of the total spin
    rw [abs_lt] at hM
    obtain ⟨a, ha⟩ := exists_totalSpin (n := n) (M + 2) (by rw [abs_le]; omega) (by omega)
    obtain ⟨b, hb⟩ := exists_totalSpin (n := n) (M - 2) (by rw [abs_le]; omega) (by omega)
    obtain ⟨k, hk, ga⟩ := energy_gap J h s a
    obtain ⟨l, hl, gb⟩ := energy_gap J h s b
    have hk1 : k = 1 := by omega
    have hl1 : l = -1 := by omega
    rw [hs, hk1] at ga
    rw [hs, hl1] at gb
    push_cast at ga gb
    have h1 := hg a
    have h2 := hg b
    rw [abs_le]
    constructor <;> linarith
  · obtain ⟨k, -, g⟩ := energy_gap J h s t
    rw [hs] at g
    have hJ : 0 ≤ J := (abs_nonneg _).trans hle
    obtain ⟨h1, h2⟩ := abs_le.mp hle
    -- an integer `k` is at most `-1`, zero, or at least `1`
    rcases lt_trichotomy k 0 with hk | hk | hk
    · have hk' : (k : ℝ) ≤ -1 := by exact_mod_cast (show k ≤ -1 by omega)
      have h3 : 0 ≤ h - J * (M + k) := by nlinarith
      nlinarith [mul_nonneg (show 0 ≤ -(k : ℝ) by linarith) h3]
    · rw [hk] at g
      norm_num at g
      linarith
    · have hk' : (1 : ℝ) ≤ k := by exact_mod_cast (show 1 ≤ k by omega)
      have h3 : 0 ≤ J * (M + k) - h := by nlinarith
      nlinarith [mul_nonneg (show 0 ≤ (k : ℝ) by linarith) h3]
```

For J > 0 each unsaturated M occupies a field interval of width 2J, and consecutive intervals meet at their ends, which gives the staircase. For J < 0 the inequality never holds, so no unsaturated configuration is a ground state.

At |M| = n the equivalence can fail. The triangle with J > 0 and h = 10J has the ground state M = 3, although |h − 3J| = 7J.

## Strict inequality: the field lies inside a step

If |h − JM| < J, then J > 0 and the inequalities for the bracket become strict. Every configuration with a different total spin then costs energy, so the ground states are exactly those of total spin M. This is `ground_iff_on_plateau`. It allows |M| = n, because it needs only that M is attainable, not that both neighbours are. Its intermediate claim `key` is the strict energy comparison.

```lean
/-- If `|M| ≤ n`, `M` has the parity of `n` and `|h - J M| < J`, the ground states are exactly
the configurations of total spin `M`. -/
theorem ground_iff_on_plateau {n : ℕ} (J h : ℝ) (M : ℤ) (hM : |M| ≤ (n : ℤ))
    (hpar : M % 2 = (n : ℤ) % 2) (hlt : |h - J * M| < J) (s : Config n) :
    IsGroundState J h s ↔ totalSpin s = M := by
  have hJ : 0 < J := (abs_nonneg _).trans_lt hlt
  obtain ⟨h1, h2⟩ := abs_lt.mp hlt
  -- leaving the plateau value costs energy
  have key : ∀ a b : Config n, totalSpin a = M → totalSpin b ≠ M →
      energy J h a < energy J h b := by
    intro a b ha hb
    obtain ⟨k, hk, g⟩ := energy_gap J h a b
    rw [ha] at g
    rcases lt_or_gt_of_ne (show k ≠ 0 by omega) with h0 | h0
    · have hk' : (k : ℝ) ≤ -1 := by exact_mod_cast (show k ≤ -1 by omega)
      have h3 : 0 < h - J * (M + k) := by nlinarith
      nlinarith [mul_pos (show 0 < -(k : ℝ) by linarith) h3]
    · have hk' : (1 : ℝ) ≤ k := by exact_mod_cast (show 1 ≤ k by omega)
      have h3 : 0 < J * (M + k) - h := by nlinarith
      nlinarith [mul_pos (show 0 < (k : ℝ) by linarith) h3]
  constructor
  · intro hg
    by_contra hne
    obtain ⟨t, ht⟩ := exists_totalSpin M hM hpar
    exact not_lt_of_ge (hg t) (key t s ht hne)
  · intro hs t
    by_cases ht : totalSpin t = M
    · rw [energy_eq, energy_eq, hs, ht]
    · exact (key s t hs ht).le
```

At h = 2J the triangle with J > 0 has M = 1 and M = 3 degenerate, so the non-strict inequality does not single out one total spin. The same field shows the role of parity: M = 2 satisfies |h − 2J| < J, but no configuration has that total spin.

## J ≥ 0 and n > 0: the field that saturates the cluster

At M = n all spins are up, and only k ≤ 0 is possible. Reversing one spin, k = −1, gives the necessary condition

h ≥ J(n − 1).

If J ≥ 0, this is also sufficient, since J(n + k) ≤ J(n − 1) ≤ h for every k ≤ −1. `saturation_field` proves the equivalence. The condition n > 0 provides a spin to reverse, and J ≥ 0 enters only in the second direction.

```lean
/-- For `n > 0` and `J ≥ 0`, a configuration of total spin `n` is a ground state exactly when
the field is at least `J (n - 1)`. -/
theorem saturation_field {n : ℕ} (hn : 0 < n) (J h : ℝ) (hJ : 0 ≤ J) (s : Config n)
    (hs : totalSpin s = n) : IsGroundState J h s ↔ J * (n - 1) ≤ h := by
  constructor
  · intro hg
    -- compare with one reversed spin
    obtain ⟨t, ht⟩ := exists_totalSpin (n := n) ((n : ℤ) - 2) (by rw [abs_le]; omega) (by omega)
    obtain ⟨k, hk, g⟩ := energy_gap J h s t
    have hk1 : k = -1 := by omega
    rw [hs, hk1] at g
    push_cast at g
    have h1 := hg t
    linarith
  · intro hh t
    obtain ⟨k, hk, g⟩ := energy_gap J h s t
    have hb := (abs_le.mp (totalSpin_range t).1).2
    rw [hs] at g
    push_cast at g
    rcases eq_or_ne k 0 with h0 | h0
    · rw [h0] at g
      norm_num at g
      linarith
    · have hk' : (k : ℝ) ≤ -1 := by exact_mod_cast (show k ≤ -1 by omega)
      have h3 : 0 ≤ h - J * (n + k) := by nlinarith
      nlinarith [mul_nonneg (show 0 ≤ -(k : ℝ) by linarith) h3]
```

For the triangle with J = −1 and h = −1, the condition reads −2 ≤ −1 and holds, yet all spins down has lower energy than all spins up. For n = 0 the single empty configuration is always a ground state, whatever J and h are.

## Odd n, zero field and J > 0

At h = 0 the energy is J(M² − n)/2, and J > 0 makes the smallest M² the best. For odd n, M cannot vanish, so the minimum is M² = 1. `odd_cluster_zero_field` states that the ground states are exactly the configurations with |M| = 1. One direction compares with a configuration of total spin 1 and divides by J; the other uses M² ≥ 1 for every odd total spin.

```lean
/-- For an odd number of spins with `J > 0` in zero field, the ground states are exactly the
configurations whose total spin is `1` or `-1`. -/
theorem odd_cluster_zero_field {n : ℕ} (hn : n % 2 = 1) (J : ℝ) (hJ : 0 < J) (s : Config n) :
    IsGroundState J 0 s ↔ |totalSpin s| = 1 := by
  rw [abs_eq zero_le_one]
  constructor
  · intro hg
    obtain ⟨t, ht⟩ := exists_totalSpin (n := n) 1 (by rw [abs_le]; omega) (by omega)
    have h1 := hg t
    rw [energy_eq, energy_eq, ht] at h1
    push_cast at h1
    have h2 : (totalSpin s : ℝ) ^ 2 ≤ 1 := le_of_mul_le_mul_left (by linarith) hJ
    have h3 : totalSpin s ^ 2 ≤ 1 := by exact_mod_cast h2
    have h4 : totalSpin s ≤ 1 := by nlinarith
    have h5 : -1 ≤ totalSpin s := by nlinarith
    have h6 := (totalSpin_range s).2
    omega
  · intro hs t
    have h1 : (totalSpin s : ℝ) ^ 2 = 1 := by
      rcases hs with h | h <;> rw [h] <;> norm_num
    -- an odd total spin cannot vanish
    have h2 : 1 ≤ totalSpin t ^ 2 := by
      have h3 := (totalSpin_range t).2
      have h4 : 1 ≤ totalSpin t ∨ totalSpin t ≤ -1 := by omega
      rcases h4 with h | h <;> nlinarith
    have h5 : (1 : ℝ) ≤ (totalSpin t : ℝ) ^ 2 := by exact_mod_cast h2
    rw [energy_eq, energy_eq, h1]
    nlinarith [mul_le_mul_of_nonneg_left h5 hJ.le]

end IsingStaircase
```

In the triangle, six of the eight configurations are ground states. With J = 0 all eight are, so J ≥ 0 would not suffice. With an even number of spins |M| = 1 does not occur, and in a field 0 < h < 2J the triangle keeps only M = 1.

```lean
#print axioms IsingStaircase.magnetization_staircase
-- 'IsingStaircase.magnetization_staircase' depends on axioms: [propext, Classical.choice, Quot.sound]
#print axioms IsingStaircase.ground_iff_on_plateau
-- 'IsingStaircase.ground_iff_on_plateau' depends on axioms: [propext, Classical.choice, Quot.sound]
#print axioms IsingStaircase.saturation_field
-- 'IsingStaircase.saturation_field' depends on axioms: [propext, Classical.choice, Quot.sound]
#print axioms IsingStaircase.odd_cluster_zero_field
-- 'IsingStaircase.odd_cluster_zero_field' depends on axioms: [propext, Classical.choice, Quot.sound]
```
